# With m orthonormal cores, OPW level k never exceeds mixed-basis or plane-wave level k + m

## Valence energies with approximate cores

The wavefunction of a valence electron in a solid often oscillates rapidly near the nuclei, and a modest number of plane waves describes that region poorly. One remedy is to subtract from each plane wave its components along the core states, which gives orthogonalized plane waves (OPWs). Another is to keep the plane waves and add the core states to the basis.

The cores often come from a separate calculation, such as one for a free atom, and need not be eigenstates of the Hamiltonian in use. With $m$ cores, the lowest OPW level is meant to approximate the first level above the core levels. How does it compare with the corresponding levels of the mixed basis and of the plane waves alone?

## Three trial spaces and their levels

Let $H$ be the Hamiltonian, $p_0,\dots,p_{n-1}$ the plane waves and $c_0,\dots,c_{m-1}$ orthonormal cores. Define

$$Qx = x-\sum_a \langle c_a,x\rangle c_a .$$

The OPW space is spanned by the $Qp_i$, the mixed space by all $p_i$ and $c_a$, and the plane-wave space by the $p_i$. Diagonalising $H$ within each gives ascending levels $\varepsilon^O_k$, $\varepsilon^M_k$ and $\varepsilon^P_k$, counted from zero. For $k+m<n$,

$$\varepsilon^O_k\le\varepsilon^M_{k+m}\le\varepsilon^P_{k+m}.$$

At $k=0$, the lowest OPW level is compared with the $(m+1)$th level of each of the other two bases.

In Lean, this is `opw_le_mixed_le_planeWave`. The map $Q$ is `removeCores c`, and the first two spaces are `opwSpace p c` and `mixedSpace p c`. A `RitzSolution` consists of orthonormal states `u` that span the trial space, have $\langle u_i,Hu_j\rangle=\varepsilon_j\delta_{ij}$, and are ordered by energy.

The theorem takes the three Ritz solutions as given, with $n$, $n+m$ and $n$ states. For a Hermitian $H$ and jointly linearly independent $p_i$ and $c_a$, they come from ordinary matrix diagonalisation, a step that the file does not derive. The $n+m$ orthonormal states of the mixed solution already force this independence, which means that the basis has no redundant function.

Beyond this independence, the $p_i$ may be any vectors, and the cores need only be orthonormal. `H` is a linear map defined on all of a complex inner product space `E`, so an unbounded Hamiltonian on the full Hilbert space is not covered directly. If its matrix elements between the basis functions are well defined, one can take `E` to be the mixed space and `H` the operator on it with those matrix elements. All three sets of levels are unchanged.

## Counting constraints

Let $u_i$ be Ritz states with levels $\varepsilon_i$, and let $x=\sum_i a_iu_i$. Then

$$\langle x,Hx\rangle=\sum_{i,j}\overline{a_i}\,a_j\langle u_i,Hu_j\rangle=\sum_i\varepsilon_i|a_i|^2,\qquad \|x\|^2=\sum_i|a_i|^2 .$$

Two bounds follow.

1. **Upper bound.** Use only $u_0,\dots,u_l$ and impose at most $l$ conditions $\langle f_q,x\rangle=0$. These are at most $l$ homogeneous equations for $l+1$ amplitudes, so a nonzero solution exists. Every level involved is at most $\varepsilon_l$, hence $\langle x,Hx\rangle\le\varepsilon_l\|x\|^2$.
2. **Lower bound.** If $x$ in the trial space is orthogonal to $u_0,\dots,u_{k-1}$, then $a_i=0$ for $i<k$, hence $\langle x,Hx\rangle\ge\varepsilon_k\|x\|^2$.

Next, take a mixed-basis state $x=\sum_i\alpha_ip_i+\sum_b\beta_bc_b$ that is orthogonal to every core. Orthonormality gives $Qc_b=c_b-\sum_a\delta_{ab}c_a=0$, so $Qx=\sum_i\alpha_iQp_i$ lies in the OPW space. Since $x$ has no core components, $Qx=x$, and $x$ itself lies there.

For the first inequality, apply the upper bound in the mixed space with $l=k+m$. Require orthogonality to the $m$ cores and to the lowest $k$ OPW Ritz states. The resulting nonzero $x$ lies in the OPW space, so the lower bound applies there:

$$\varepsilon^O_k\|x\|^2\le\langle x,Hx\rangle\le\varepsilon^M_{k+m}\|x\|^2 .$$

Divide by $\|x\|^2>0$.

For the second, apply the upper bound in the plane-wave space with $l=k+m$, requiring orthogonality to the lowest $k+m$ mixed Ritz states. The resulting $x$ also belongs to the mixed space, where the lower bound gives $\varepsilon^M_{k+m}\|x\|^2\le\langle x,Hx\rangle\le\varepsilon^P_{k+m}\|x\|^2$.

With no cores, $m=0$, the three spaces coincide and both inequalities become equalities.

## A rough core that pulls the OPW level too low

Let $H$ have energies $0,1,2$ in the standard basis $e_0,e_1,e_2$. Take $e_0$ and $e_2$ as stand-ins for plane waves, and $c_0=(3/5,4/5,0)$ as a deliberately poor core for the ground state, with only $9/25$ of its weight there. Then

$$Qe_0=e_0-\tfrac35c_0=\tfrac45\left(\tfrac45,-\tfrac35,0\right),\qquad Qe_2=e_2 .$$

The normalised first OPW has energy $9/25$. The second has energy $2$, and $H$ does not couple them. The mixed basis is complete, with levels $0,1,2$, while the plane-wave levels are $0,2$. For $k=0$ and $m=1$ the chain reads $9/25<1<2$. The OPW value lies below the exact level $1$ that it is meant to approximate.

In a band calculation with approximate cores, a fixed one-electron Hamiltonian and a finite basis, a lower OPW energy is therefore not by itself a sign of a better result.

## The Lean file

```lean
import Mathlib

open scoped InnerProductSpace

namespace OrthogonalizedPlaneWaves

noncomputable section

variable {E : Type*} [NormedAddCommGroup E] [InnerProductSpace ℂ E]

/-- A Ritz solution of `H` on the trial space `V`: an orthonormal basis `u` of `V` for which the
matrix `⟪u i, H (u j)⟫` is diagonal, with the energies `ε` on the diagonal in ascending order. The
`u i` need not be eigenstates of `H` itself. -/
structure RitzSolution (H : E →ₗ[ℂ] E) (V : Submodule ℂ E) {d : ℕ}
    (u : Fin d → E) (ε : Fin d → ℝ) : Prop where
  orthonormal : Orthonormal ℂ u
  span_eq : Submodule.span ℂ (Set.range u) = V
  diag : ∀ i j, ⟪u i, H (u j)⟫_ℂ = if i = j then (ε j : ℂ) else 0
  mono : Monotone ε

/-- The map that subtracts from a state its components along the core states `c`. -/
def removeCores {m : ℕ} (c : Fin m → E) : E →ₗ[ℂ] E where
  toFun x := x - ∑ a, ⟪c a, x⟫_ℂ • c a
  map_add' x y := by
    simp only [inner_add_right, add_smul, Finset.sum_add_distrib]
    abel
  map_smul' t x := by
    simp only [inner_smul_right, mul_smul, Finset.smul_sum, smul_sub, RingHom.id_apply]

/-- The trial space spanned by the plane waves `p` after removal of their core components. -/
def opwSpace {n m : ℕ} (p : Fin n → E) (c : Fin m → E) : Submodule ℂ E :=
  Submodule.span ℂ (Set.range fun i => removeCores c (p i))

/-- The trial space spanned by the plane waves `p` together with the cores `c`. -/
def mixedSpace {n m : ℕ} (p : Fin n → E) (c : Fin m → E) : Submodule ℂ E :=
  Submodule.span ℂ (Set.range (Sum.elim p c))

variable {H : E →ₗ[ℂ] E} {V W : Submodule ℂ E} {d d' m n : ℕ} {u : Fin d → E} {ε : Fin d → ℝ}

/-- If the matrix `⟪u i, G (u j)⟫` is diagonal with real entries `g`, then for `x = ∑ i, a i • u i`
the real part of `⟪x, G x⟫` is the sum of the `g i` weighted by the squared moduli of the `a i`. -/
theorem expectation_eq {G : E →ₗ[ℂ] E} {g : Fin d → ℝ}
    (hG : ∀ i j, ⟪u i, G (u j)⟫_ℂ = if i = j then (g j : ℂ) else 0) (a : Fin d → ℂ) :
    (⟪∑ i, a i • u i, G (∑ i, a i • u i)⟫_ℂ).re = ∑ i, g i * ‖a i‖ ^ 2 := by
  have h : ⟪∑ i, a i • u i, G (∑ i, a i • u i)⟫_ℂ = ((∑ i, g i * ‖a i‖ ^ 2 : ℝ) : ℂ) := by
    rw [map_sum, sum_inner, Complex.ofReal_sum]
    refine Finset.sum_congr rfl fun i _ => ?_
    rw [inner_sum, Finset.sum_eq_single i]
    · rw [map_smul, inner_smul_left, inner_smul_right, hG, if_pos rfl]
      push_cast
      rw [← Complex.conj_mul']
      ring
    · intro j _ hj
      rw [map_smul, inner_smul_left, inner_smul_right, hG, if_neg hj.symm]
      ring
    · simp
  rw [h, Complex.ofReal_re]

/-- The squared norm of a combination of orthonormal states is the sum of the squared
amplitudes. -/
theorem norm_sq_eq (hu : Orthonormal ℂ u) (a : Fin d → ℂ) :
    ‖∑ i, a i • u i‖ ^ 2 = ∑ i, ‖a i‖ ^ 2 := by
  have h := expectation_eq (u := u) (G := LinearMap.id) (g := fun _ => 1)
    (fun i j => by simpa using orthonormal_iff_ite.mp hu i j) a
  have h2 : (⟪∑ i, a i • u i, ∑ i, a i • u i⟫_ℂ).re = ‖∑ i, a i • u i‖ ^ 2 :=
    inner_self_eq_norm_sq (𝕜 := ℂ) _
  rw [← h2]
  simpa using h

/-- At most `l` orthogonality constraints leave a nonzero trial state whose mean energy does not
exceed Ritz level `l`, counted from zero. -/
theorem exists_trial (h : RitzSolution H V u ε) (l : Fin d) {ι : Type*} [Fintype ι]
    (f : ι → E) (hf : Fintype.card ι ≤ l) :
    ∃ x ∈ V, x ≠ 0 ∧ (∀ q, ⟪f q, x⟫_ℂ = 0) ∧ (⟪x, H x⟫_ℂ).re ≤ ε l * ‖x‖ ^ 2 := by
  have hl : (l : ℕ) + 1 ≤ d := l.isLt
  let s : Fin (l + 1) → Fin d := Fin.castLE hl
  have hs : Function.Injective s := Fin.castLE_injective hl
  -- more amplitudes than constraints: the constraint map has a kernel
  let L := Matrix.mulVecLin (Matrix.of fun (q : ι) (i : Fin (l + 1)) => ⟪f q, u (s i)⟫_ℂ)
  have hL : ¬ Function.Injective L := fun hi => by
    have := LinearMap.finrank_le_finrank_of_injective hi
    simp only [Module.finrank_fintype_fun_eq_card, Fintype.card_fin] at this
    omega
  rw [← LinearMap.ker_eq_bot, Submodule.eq_bot_iff] at hL
  push Not at hL
  obtain ⟨a, ha, ha0⟩ := hL
  have hu : Orthonormal ℂ (fun i => u (s i)) := h.orthonormal.comp s hs
  refine ⟨∑ i, a i • u (s i), ?_, ?_, ?_, ?_⟩
  · rw [← h.span_eq]
    exact Submodule.sum_mem _ fun i _ =>
      Submodule.smul_mem _ _ (Submodule.subset_span ⟨s i, rfl⟩)
  · exact fun hx => ha0 (funext (Fintype.linearIndependent_iff.mp hu.linearIndependent a hx))
  · intro q
    have hq : L a q = 0 := congrFun (LinearMap.mem_ker.mp ha) q
    rw [inner_sum, ← hq]
    simp [L, Matrix.mulVec, dotProduct, inner_smul_right, mul_comm]
  · rw [expectation_eq (u := fun i => u (s i)) (g := fun i => ε (s i))
      (fun i j => by simp only [h.diag, hs.eq_iff]) a, norm_sq_eq hu, Finset.mul_sum]
    refine Finset.sum_le_sum fun i _ => mul_le_mul_of_nonneg_right (h.mono ?_) (by positivity)
    exact Nat.lt_succ_iff.mp i.isLt

/-- A trial state orthogonal to all Ritz states below number `k` has mean energy at least
Ritz level `k`. -/
theorem level_le_energy (h : RitzSolution H V u ε) (k : Fin d) {x : E} (hx : x ∈ V)
    (hk : ∀ i < k, ⟪u i, x⟫_ℂ = 0) : ε k * ‖x‖ ^ 2 ≤ (⟪x, H x⟫_ℂ).re := by
  rw [← h.span_eq, Submodule.mem_span_range_iff_exists_fun] at hx
  obtain ⟨a, rfl⟩ := hx
  rw [expectation_eq h.diag, norm_sq_eq h.orthonormal, Finset.mul_sum]
  refine Finset.sum_le_sum fun i _ => ?_
  rcases lt_or_ge i k with hi | hi
  · have h0 := hk i hi
    rw [h.orthonormal.inner_right_fintype] at h0
    simp [h0]
  · exact mul_le_mul_of_nonneg_right (h.mono hi) (by positivity)

/-- If every state of `W` that is orthogonal to `m` given states lies in `V`, then Ritz level `k`
of `V` is at most Ritz level `k + m` of `W`. -/
theorem level_le_level {w : Fin d' → E} {η : Fin d' → ℝ} (hV : RitzSolution H V u ε)
    (hW : RitzSolution H W w η) (c : Fin m → E)
    (hc : ∀ x ∈ W, (∀ a, ⟪c a, x⟫_ℂ = 0) → x ∈ V) {k : ℕ} (hk : k < d) (hk' : k + m < d') :
    ε ⟨k, hk⟩ ≤ η ⟨k + m, hk'⟩ := by
  -- a low state of W, orthogonal to the given states and to the lowest k states of V
  obtain ⟨x, hx, hx0, hf, hup⟩ := exists_trial hW ⟨k + m, hk'⟩
    (Sum.elim c fun j : Fin k => u ⟨j, j.isLt.trans hk⟩) (by simp [add_comm])
  have hlow := level_le_energy hV ⟨k, hk⟩ (hc x hx fun a => hf (Sum.inl a))
    fun i hi => hf (Sum.inr ⟨i, hi⟩)
  exact le_of_mul_le_mul_right (hlow.trans hup) (pow_pos (norm_pos_iff.mpr hx0) 2)

/-- With `m` orthonormal cores and `k + m < n`, OPW level `k` is at most mixed-basis level
`k + m`, which is at most plane-wave level `k + m`. Levels are counted from zero, and the three
trial spaces have dimensions `n`, `n + m` and `n`. -/
theorem opw_le_mixed_le_planeWave {p : Fin n → E} {c : Fin m → E}
    (hc : Orthonormal ℂ c) {uO uP : Fin n → E} {uM : Fin (n + m) → E}
    {εO εP : Fin n → ℝ} {εM : Fin (n + m) → ℝ}
    (hO : RitzSolution H (opwSpace p c) uO εO) (hM : RitzSolution H (mixedSpace p c) uM εM)
    (hP : RitzSolution H (Submodule.span ℂ (Set.range p)) uP εP) {k : ℕ} (hk : k + m < n) :
    εO ⟨k, by omega⟩ ≤ εM ⟨k + m, by omega⟩ ∧ εM ⟨k + m, by omega⟩ ≤ εP ⟨k + m, hk⟩ := by
  constructor
  · -- removing core components maps the mixed space into the OPW space
    have hsub : mixedSpace p c ≤ (opwSpace p c).comap (removeCores c) := by
      rw [mixedSpace, Submodule.span_le]
      rintro _ ⟨i | b, rfl⟩
      · change removeCores c (p i) ∈ opwSpace p c
        exact Submodule.subset_span ⟨i, rfl⟩
      · change removeCores c (c b) ∈ opwSpace p c
        have h0 : removeCores c (c b) = 0 := by
          simp [removeCores, orthonormal_iff_ite.mp hc]
        rw [h0]
        exact Submodule.zero_mem _
    refine level_le_level hO hM c (fun x hx h => ?_) (by omega) (by omega)
    have h0 : removeCores c x = x := by simp [removeCores, h]
    have h1 : removeCores c x ∈ opwSpace p c := hsub hx
    rwa [h0] at h1
  · -- the mixed space contains the plane waves, so no orthogonality to the cores is needed
    refine level_le_level (m := 0) (k := k + m) hM hP Fin.elim0 (fun x hx _ => ?_) (by omega) hk
    refine Submodule.span_mono ?_ hx
    rintro _ ⟨i, rfl⟩
    exact ⟨Sum.inl i, rfl⟩

/-- The three-level Hamiltonian with energies 0, 1 and 2 in the standard basis. -/
def threeLevel : EuclideanSpace ℂ (Fin 3) →ₗ[ℂ] EuclideanSpace ℂ (Fin 3) where
  toFun x := !₂[0, x 1, 2 * x 2]
  map_add' x y := by
    ext i
    fin_cases i <;> simp
    ring
  map_smul' t x := by
    ext i
    fin_cases i <;> simp
    ring

/-- Two orthonormal stand-ins for plane waves: the first and third standard basis states. -/
def waves : Fin 2 → EuclideanSpace ℂ (Fin 3) := ![!₂[1, 0, 0], !₂[0, 0, 1]]

/-- A normalised core that mixes the two lowest states of the three-level Hamiltonian. -/
def roughCore : Fin 1 → EuclideanSpace ℂ (Fin 3) := ![!₂[3 / 5, 4 / 5, 0]]

/-- For the three-level Hamiltonian with the rough core, the OPW levels are 9/25 and 2, the mixed
basis is complete with levels 0, 1 and 2, and the plane-wave levels are 0 and 2. -/
theorem rough_core_witness :
    Orthonormal ℂ roughCore ∧
    RitzSolution threeLevel (opwSpace waves roughCore)
      ![!₂[4 / 5, -3 / 5, 0], !₂[0, 0, 1]] ![9 / 25, 2] ∧
    mixedSpace waves roughCore = ⊤ ∧
    RitzSolution threeLevel ⊤ ![!₂[1, 0, 0], !₂[0, 1, 0], !₂[0, 0, 1]] ![0, 1, 2] ∧
    RitzSolution threeLevel (Submodule.span ℂ (Set.range waves)) waves ![0, 2] := by
  have h3 : (starRingEnd ℂ) 3 = 3 := Complex.ext (by simp) (by simp)
  have h4 : (starRingEnd ℂ) 4 = 4 := Complex.ext (by simp) (by simp)
  have h5 : (starRingEnd ℂ) 5 = 5 := Complex.ext (by simp) (by simp)
  refine ⟨orthonormal_iff_ite.2 fun i j => ?_,
    ⟨orthonormal_iff_ite.2 fun i j => ?_, ?_, fun i j => ?_, Fin.monotone_iff_le_succ.2 ?_⟩, ?_,
    ⟨orthonormal_iff_ite.2 fun i j => ?_, ?_, fun i j => ?_, Fin.monotone_iff_le_succ.2 ?_⟩,
    ⟨orthonormal_iff_ite.2 fun i j => ?_, rfl, fun i j => ?_, Fin.monotone_iff_le_succ.2 ?_⟩⟩
  · fin_cases i; fin_cases j
    simp [-inner_self_eq_norm_sq_to_K, roughCore, PiLp.inner_apply, Fin.sum_univ_succ, h3, h4, h5]
    norm_num
  · fin_cases i <;> fin_cases j <;> simp [-inner_self_eq_norm_sq_to_K, PiLp.inner_apply,
      Fin.sum_univ_succ, h3, h4, h5]
    norm_num
  · -- the first OPW is 4/5 of the first Ritz state, the second OPW is the second Ritz state
    have e0 : removeCores roughCore (waves 0) = (4 / 5 : ℂ) • !₂[4 / 5, -3 / 5, 0] := by
      ext i
      fin_cases i <;> simp [removeCores, roughCore, waves, PiLp.inner_apply,
        Fin.sum_univ_succ, h3, h5] <;> norm_num
    have e1 : removeCores roughCore (waves 1) = !₂[0, 0, 1] := by
      ext i
      fin_cases i <;> simp [removeCores, roughCore, waves, PiLp.inner_apply, Fin.sum_univ_succ]
    ext x
    simp only [opwSpace, Submodule.mem_span_range_iff_exists_fun, Fin.sum_univ_two, e0, e1]
    constructor
    · rintro ⟨a, rfl⟩
      refine ⟨![5 / 4 * a 0, a 1], ?_⟩
      ext i
      fin_cases i <;> simp <;> ring
    · rintro ⟨a, rfl⟩
      refine ⟨![4 / 5 * a 0, a 1], ?_⟩
      ext i
      fin_cases i <;> simp <;> ring
  · fin_cases i <;> fin_cases j <;>
      simp [threeLevel, PiLp.inner_apply, Fin.sum_univ_succ, h3, h5]
    norm_num
  · intro i
    fin_cases i
    norm_num
  · rw [eq_top_iff]
    intro x _
    rw [mixedSpace, Submodule.mem_span_range_iff_exists_fun]
    refine ⟨Sum.elim ![x 0 - 3 / 4 * x 1, x 2] ![5 / 4 * x 1], ?_⟩
    ext i
    fin_cases i <;> simp [waves, roughCore, Fintype.sum_sum_type, Fin.sum_univ_succ] <;> ring
  · fin_cases i <;> fin_cases j <;>
      simp [-inner_self_eq_norm_sq_to_K, PiLp.inner_apply, Fin.sum_univ_succ]
  · rw [eq_top_iff]
    intro x _
    rw [Submodule.mem_span_range_iff_exists_fun]
    refine ⟨![x 0, x 1, x 2], ?_⟩
    ext i
    fin_cases i <;> simp [Fin.sum_univ_succ]
  · fin_cases i <;> fin_cases j <;>
      simp [-inner_self_eq_norm_sq_to_K, threeLevel, PiLp.inner_apply, Fin.sum_univ_succ]
  · intro i
    fin_cases i
    · norm_num
    · change (1 : ℝ) ≤ 2
      norm_num
  · fin_cases i <;> fin_cases j <;>
      simp [-inner_self_eq_norm_sq_to_K, waves, PiLp.inner_apply, Fin.sum_univ_succ]
  · fin_cases i <;> fin_cases j <;>
      simp [threeLevel, waves, PiLp.inner_apply, Fin.sum_univ_succ]
  · intro i
    fin_cases i
    norm_num

end

end OrthogonalizedPlaneWaves
```

```lean
#print axioms OrthogonalizedPlaneWaves.opw_le_mixed_le_planeWave
```

```
'OrthogonalizedPlaneWaves.opw_le_mixed_le_planeWave' depends on axioms: [propext, Classical.choice, Quot.sound]
```

## From amplitudes to the two inequalities

`expectation_eq` evaluates the double sum for any operator `G` that is diagonal in the family. Taking `G` to be the identity gives `norm_sq_eq`.

`exists_trial` is the upper bound. It puts the overlaps $\langle f_q,u_i\rangle$ into a matrix, whose linear map `L` cannot be injective because there are more amplitudes than constraints. A nonzero kernel vector supplies the amplitudes. `level_le_energy` is the lower bound, proved by comparing the two sums term by term.

`level_le_level` joins them. Its `Sum.elim` collects the $m$ given states and the lowest $k$ Ritz states into one list of constraints, and its last line cancels $\|x\|^2$.

In the main theorem, `hsub` says that $Q$ maps the mixed space into the OPW space, and the second `h0` says that $Qx=x$ for a state orthogonal to the cores. The second inequality uses `level_le_level` with `m := 0`, since the plane-wave space is contained in the mixed space.

`rough_core_witness` verifies the three-level example by components, with explicit coefficients for the spans.

The same `m := 0` argument, with the whole of a finite-dimensional space as the larger trial space, gives the usual Ritz bound: each exact level is at most the Ritz level of the same number. In such a space, mixed-basis and plane-wave level $k+m$ thus remain upper bounds on exact level $k+m$ however rough the cores are. OPW level $k$ is likewise an upper bound on exact level $k$, but the example shows that it can fall below exact level $k+m$, the one it is meant to approximate.
